# The full sum of an eightfold-symmetric array as a weighted sum over canonical index quartets

Over real basis functions, a program that stores each symmetry-distinct two-electron integral $(ij|kl)$ once and counts every stored value eight times overcounts those with $i=j$, $k=l$ or $(i,j)=(k,l)$: with a single basis function, the result is eight times too large. The theorem `sum_eq_sum_canonicalQuartets` gives the weights that make the reduced sum exact.

```lean
import Mathlib

open Finset

namespace EightfoldIntegralSymmetry

noncomputable section

/-- The eightfold permutational symmetry of two-electron integrals `(ij|kl)` over real orbitals:
exchange within the bra pair, within the ket pair, and of the two pairs. -/
structure IsEightfold {N : ℕ} {R : Type*} (f : Fin N → Fin N → Fin N → Fin N → R) : Prop where
  bra : ∀ i j k l, f i j k l = f j i k l
  ket : ∀ i j k l, f i j k l = f i j l k
  swap : ∀ i j k l, f i j k l = f k l i j

/-- The factor `2 - δ_ab` attached to an ordered pair of labels. -/
def pairWeight (R : Type*) [CommRing R] {α : Type*} [DecidableEq α] (a b : α) : R :=
  2 - if a = b then 1 else 0

/-- Lexicographic order of index pairs: `(k,l) ≤ (i,j)` if `k < i`, or `k = i` and `l ≤ j`. -/
def PairLE {N : ℕ} (q p : Fin N × Fin N) : Prop :=
  q.1 < p.1 ∨ (q.1 = p.1 ∧ q.2 ≤ p.2)

instance {N : ℕ} : DecidableRel (PairLE (N := N)) := fun _ _ => by
  unfold PairLE; infer_instance

/-- The index pairs `(i,j)` with `j ≤ i`. -/
def canonicalPairs (N : ℕ) : Finset (Fin N × Fin N) :=
  (univ ×ˢ univ).filter (fun p => p.2 ≤ p.1)

/-- The quartets `((i,j),(k,l))` with `j ≤ i`, `l ≤ k` and `(k,l) ≤ (i,j)` lexicographically. -/
def canonicalQuartets (N : ℕ) : Finset ((Fin N × Fin N) × (Fin N × Fin N)) :=
  (canonicalPairs N ×ˢ canonicalPairs N).filter (fun x => PairLE x.2 x.1)

/-- The degeneracy factor `(2 - δ_ij)(2 - δ_kl)(2 - δ_(ij,kl))` of a quartet. -/
def degeneracy (R : Type*) [CommRing R] {N : ℕ} (x : (Fin N × Fin N) × (Fin N × Fin N)) : R :=
  pairWeight R x.1.1 x.1.2 * pairWeight R x.2.1 x.2.2 * pairWeight R x.1 x.2

theorem pairLE_total {N : ℕ} (p q : Fin N × Fin N) : PairLE p q ∨ PairLE q p := by
  simp only [PairLE, Fin.lt_def, Fin.le_def, Fin.ext_iff]
  omega

theorem pairLE_antisymm {N : ℕ} (p q : Fin N × Fin N) (h1 : PairLE p q) (h2 : PairLE q p) :
    p = q := by
  simp only [PairLE, Fin.lt_def, Fin.le_def, Fin.ext_iff, Prod.ext_iff] at h1 h2 ⊢
  omega

/-- A double sum of a symmetric function equals the sum over ordered pairs with
weight `2 - δ_ab`, for any total antisymmetric ordering of the labels. -/
theorem sum_fold {α R : Type*} [DecidableEq α] [CommRing R] (s : Finset α)
    (r : α → α → Prop) [DecidableRel r] (total : ∀ a b, r a b ∨ r b a)
    (anti : ∀ a b, r a b → r b a → a = b) (g : α → α → R) (hg : ∀ a b, g a b = g b a) :
    ∑ x ∈ s ×ˢ s, g x.1 x.2 =
      ∑ x ∈ (s ×ˢ s).filter (fun x => r x.2 x.1), pairWeight R x.1 x.2 * g x.1 x.2 := by
  -- relabelling carries the wrongly ordered pairs to strictly ordered ones
  have swap : ∑ x ∈ s ×ˢ s, (if r x.2 x.1 then (0 : R) else g x.1 x.2) =
      ∑ x ∈ s ×ˢ s, (if r x.1 x.2 then (0 : R) else g x.1 x.2) := by
    rw [Finset.sum_product, Finset.sum_product_right]
    refine Finset.sum_congr rfl fun a _ => Finset.sum_congr rfl fun b _ => ?_
    show (if r b a then (0 : R) else g a b) = if r b a then (0 : R) else g b a
    rw [hg a b]
  calc ∑ x ∈ s ×ˢ s, g x.1 x.2
      = ∑ x ∈ s ×ˢ s, ((if r x.2 x.1 then g x.1 x.2 else 0) +
          (if r x.2 x.1 then (0 : R) else g x.1 x.2)) :=
        Finset.sum_congr rfl fun x _ => by split_ifs <;> simp
    _ = ∑ x ∈ s ×ˢ s, ((if r x.2 x.1 then g x.1 x.2 else 0) +
          (if r x.1 x.2 then (0 : R) else g x.1 x.2)) := by
        rw [Finset.sum_add_distrib, swap, ← Finset.sum_add_distrib]
    _ = _ := by
        rw [Finset.sum_filter]
        refine Finset.sum_congr rfl ?_
        rintro ⟨a, b⟩ _
        by_cases h1 : r b a
        · by_cases h2 : r a b
          · have hw : pairWeight R a b = 1 := by
              rw [pairWeight, if_pos (anti a b h2 h1)]; norm_num
            simp [h1, h2, hw]
          · have hne : a ≠ b := fun h => h2 (by subst h; exact h1)
            have hw : pairWeight R a b = 2 := by
              rw [pairWeight, if_neg hne, sub_zero]
            simp [h1, h2, hw, two_mul]
        · have h2 : r a b := (total a b).resolve_right h1
          simp [h1, h2]

/-- A symmetric two-index sum runs over `j ≤ i` with weight `2 - δ_ij`. -/
theorem sum_canonicalPairs {N : ℕ} {R : Type*} [CommRing R] (g : Fin N → Fin N → R)
    (hg : ∀ i j, g i j = g j i) :
    ∑ i, ∑ j, g i j = ∑ p ∈ canonicalPairs N, pairWeight R p.1 p.2 * g p.1 p.2 := by
  have h := sum_fold (univ : Finset (Fin N)) (fun a b => a ≤ b) le_total
    (fun _ _ => le_antisymm) g hg
  rw [Finset.sum_product] at h
  exact h

/-- The full sum of an eightfold-symmetric four-index quantity equals the sum over canonical
quartets weighted by `(2 - δ_ij)(2 - δ_kl)(2 - δ_(ij,kl))`. -/
theorem sum_eq_sum_canonicalQuartets {N : ℕ} {R : Type*} [CommRing R]
    (f : Fin N → Fin N → Fin N → Fin N → R) (hf : IsEightfold f) :
    ∑ i, ∑ j, ∑ k, ∑ l, f i j k l =
      ∑ x ∈ canonicalQuartets N, degeneracy R x * f x.1.1 x.1.2 x.2.1 x.2.2 := by
  have hG : ∀ p q : Fin N × Fin N,
      pairWeight R p.1 p.2 * pairWeight R q.1 q.2 * f p.1 p.2 q.1 q.2 =
      pairWeight R q.1 q.2 * pairWeight R p.1 p.2 * f q.1 q.2 p.1 p.2 := fun p q => by
    rw [hf.swap p.1 p.2 q.1 q.2]; ring
  -- the composite pair labels are folded in lexicographic order
  have h : ∑ x ∈ canonicalPairs N ×ˢ canonicalPairs N,
      pairWeight R x.1.1 x.1.2 * pairWeight R x.2.1 x.2.2 * f x.1.1 x.1.2 x.2.1 x.2.2 =
      ∑ x ∈ canonicalQuartets N, pairWeight R x.1 x.2 *
        (pairWeight R x.1.1 x.1.2 * pairWeight R x.2.1 x.2.2 * f x.1.1 x.1.2 x.2.1 x.2.2) :=
    sum_fold (canonicalPairs N) PairLE pairLE_total pairLE_antisymm
      (fun p q => pairWeight R p.1 p.2 * pairWeight R q.1 q.2 * f p.1 p.2 q.1 q.2) hG
  calc ∑ i, ∑ j, ∑ k, ∑ l, f i j k l
      = ∑ i, ∑ j, ∑ q ∈ canonicalPairs N, pairWeight R q.1 q.2 * f i j q.1 q.2 :=
        Finset.sum_congr rfl fun i _ => Finset.sum_congr rfl fun j _ =>
          sum_canonicalPairs (f i j) (hf.ket i j)
    _ = ∑ p ∈ canonicalPairs N, pairWeight R p.1 p.2 *
          ∑ q ∈ canonicalPairs N, pairWeight R q.1 q.2 * f p.1 p.2 q.1 q.2 :=
        sum_canonicalPairs
          (fun i j => ∑ q ∈ canonicalPairs N, pairWeight R q.1 q.2 * f i j q.1 q.2)
          (fun i j => Finset.sum_congr rfl fun q _ => by rw [hf.bra i j q.1 q.2])
    _ = _ := by
        rw [Finset.sum_product] at h
        refine Eq.trans (Finset.sum_congr rfl fun p _ => ?_)
          (h.trans (Finset.sum_congr rfl fun x _ => ?_))
        · rw [Finset.mul_sum]
          exact Finset.sum_congr rfl fun q _ => by ring
        · rw [degeneracy]; ring

/-- Among `n` labels there are `n(n+1)/2` ordered pairs, for any total antisymmetric ordering. -/
theorem card_fold {α : Type*} [DecidableEq α] (s : Finset α)
    (r : α → α → Prop) [DecidableRel r] (total : ∀ a b, r a b ∨ r b a)
    (anti : ∀ a b, r a b → r b a → a = b) :
    2 * ((s ×ˢ s).filter (fun x => r x.2 x.1)).card = s.card * (s.card + 1) := by
  have key : ∀ a ∈ s, ∑ b ∈ s, (if r b a then (if a = b then (1 : ℤ) else 0) else 0) = 1 := by
    intro a ha
    rw [Finset.sum_eq_single a]
    · have haa : r a a := (total a a).elim id id
      simp [haa]
    · intro b _ hb
      simp [Ne.symm hb]
    · exact fun h => absurd ha h
  have hd : ∑ x ∈ (s ×ˢ s).filter (fun x => r x.2 x.1),
      (if x.1 = x.2 then (1 : ℤ) else 0) = s.card := by
    rw [Finset.sum_filter, Finset.sum_product]
    exact (Finset.sum_congr rfl key).trans (by simp)
  -- fold the constant function 1
  have h := sum_fold s r total anti (fun _ _ => (1 : ℤ)) (fun _ _ => rfl)
  simp only [pairWeight, mul_one, Finset.sum_sub_distrib, hd, Finset.sum_const,
    Finset.card_product, nsmul_eq_mul, Nat.cast_mul] at h
  have h' : (2 : ℤ) * ((s ×ˢ s).filter (fun x => r x.2 x.1)).card =
      s.card * (s.card + 1) := by linear_combination -h
  exact_mod_cast h'

/-- The number of canonical quartets over `N` basis functions is `N(N+1)(N(N+1)+2)/8`. -/
theorem card_canonicalQuartets (N : ℕ) :
    8 * (canonicalQuartets N).card = N * (N + 1) * (N * (N + 1) + 2) := by
  have h1 : 2 * (canonicalPairs N).card = N * (N + 1) := by
    have h := card_fold (univ : Finset (Fin N)) (fun a b => a ≤ b) le_total
      (fun _ _ => le_antisymm)
    simp only [Finset.card_univ, Fintype.card_fin] at h
    exact h
  have h2 : 2 * (canonicalQuartets N).card =
      (canonicalPairs N).card * ((canonicalPairs N).card + 1) :=
    card_fold (canonicalPairs N) PairLE pairLE_total pairLE_antisymm
  calc 8 * (canonicalQuartets N).card = 4 * (2 * (canonicalQuartets N).card) := by ring
    _ = 2 * (canonicalPairs N).card * (2 * (canonicalPairs N).card + 2) := by rw [h2]; ring
    _ = _ := by rw [h1]

/-- The Coulomb contraction of the integrals with a symmetric density matrix `D`, as a sum over
canonical quartets. -/
theorem coulomb_canonical {N : ℕ} {R : Type*} [CommRing R]
    (f : Fin N → Fin N → Fin N → Fin N → R) (hf : IsEightfold f)
    (D : Fin N → Fin N → R) (hD : ∀ i j, D i j = D j i) :
    ∑ i, ∑ j, ∑ k, ∑ l, f i j k l * (D i j * D k l) =
      ∑ x ∈ canonicalQuartets N, degeneracy R x *
        (f x.1.1 x.1.2 x.2.1 x.2.2 * (D x.1.1 x.1.2 * D x.2.1 x.2.2)) :=
  sum_eq_sum_canonicalQuartets (fun i j k l => f i j k l * (D i j * D k l))
    { bra := fun i j k l => by rw [hf.bra i j k l, hD i j]
      ket := fun i j k l => by rw [hf.ket i j k l, hD k l]
      swap := fun i j k l => by rw [hf.swap i j k l, mul_comm (D i j)] }

/-- Twice the exchange contraction with a symmetric density matrix `D`, as a sum over canonical
quartets with the symmetrised density factor `D_ik D_jl + D_il D_jk`. -/
theorem exchange_canonical {N : ℕ} {R : Type*} [CommRing R]
    (f : Fin N → Fin N → Fin N → Fin N → R) (hf : IsEightfold f)
    (D : Fin N → Fin N → R) (hD : ∀ i j, D i j = D j i) :
    2 * ∑ i, ∑ j, ∑ k, ∑ l, f i j k l * (D i k * D j l) =
      ∑ x ∈ canonicalQuartets N, degeneracy R x * (f x.1.1 x.1.2 x.2.1 x.2.2 *
        (D x.1.1 x.2.1 * D x.1.2 x.2.2 + D x.1.1 x.2.2 * D x.1.2 x.2.1)) := by
  -- renaming k and l shows that both density products give the same full sum
  have relabel : ∑ i, ∑ j, ∑ k, ∑ l, f i j k l * (D i l * D j k) =
      ∑ i, ∑ j, ∑ k, ∑ l, f i j k l * (D i k * D j l) := by
    refine Finset.sum_congr rfl fun i _ => Finset.sum_congr rfl fun j _ => ?_
    rw [Finset.sum_comm]
    exact Finset.sum_congr rfl fun k _ => Finset.sum_congr rfl fun l _ => by
      rw [hf.ket i j l k]
  refine Eq.trans ?_ (sum_eq_sum_canonicalQuartets
    (fun i j k l => f i j k l * (D i k * D j l + D i l * D j k))
    { bra := fun i j k l => by rw [hf.bra i j k l]; ring
      ket := fun i j k l => by rw [hf.ket i j k l]; ring
      swap := fun i j k l => by
        rw [hf.swap i j k l, hD k i, hD l j, hD k j, hD l i]; ring })
  simp only [mul_add, Finset.sum_add_distrib]
  rw [relabel, two_mul]

/-- The closed formula `2 π^(5/2) / (p q √(p+q))`, with `p = a_i + a_j` and `q = a_k + a_l`, for
the repulsion integral of unnormalised concentric s-type Gaussians with exponents `a`. -/
def concentricERI {N : ℕ} (a : Fin N → ℝ) (i j k l : Fin N) : ℝ :=
  2 * Real.pi ^ (5 / 2 : ℝ) /
    ((a i + a j) * (a k + a l) * Real.sqrt ((a i + a j) + (a k + a l)))

/-- The concentric s-type Gaussian repulsion formula has the eightfold symmetry. -/
theorem isEightfold_witness {N : ℕ} (a : Fin N → ℝ) : IsEightfold (concentricERI a) where
  bra i j k l := by
    unfold concentricERI
    rw [add_comm (a j) (a i)]
  ket i j k l := by
    unfold concentricERI
    rw [add_comm (a l) (a k)]
  swap i j k l := by
    unfold concentricERI
    rw [add_comm (a k + a l) (a i + a j), mul_comm (a k + a l) (a i + a j)]

end

end EightfoldIntegralSymmetry
```

```lean
#print axioms EightfoldIntegralSymmetry.sum_eq_sum_canonicalQuartets
#print axioms EightfoldIntegralSymmetry.card_canonicalQuartets
#print axioms EightfoldIntegralSymmetry.coulomb_canonical
#print axioms EightfoldIntegralSymmetry.exchange_canonical
```

```
'EightfoldIntegralSymmetry.sum_eq_sum_canonicalQuartets' depends on axioms: [propext, Classical.choice, Quot.sound]
'EightfoldIntegralSymmetry.card_canonicalQuartets' depends on axioms: [propext, Classical.choice, Quot.sound]
'EightfoldIntegralSymmetry.coulomb_canonical' depends on axioms: [propext, Classical.choice, Quot.sound]
'EightfoldIntegralSymmetry.exchange_canonical' depends on axioms: [propext, Classical.choice, Quot.sound]
```

## Weights and ordering of the quartets

Let $f(i,j,k,l)$ be an array whose four indices run over `Fin N`, that is $0,\dots,N-1$, with values in a commutative ring $R$. The structure `IsEightfold` collects three symmetries:

$$f(i,j,k,l)=f(j,i,k,l),\qquad f(i,j,k,l)=f(i,j,l,k),\qquad f(i,j,k,l)=f(k,l,i,j).$$

A canonical pair $(i,j)$ has $j\le i$. A canonical quartet consists of two canonical pairs with $(k,l)\le(i,j)$, where `PairLE` defines the order: $k<i$, or $k=i$ and $l\le j$. In Lean a quartet is `x`, with `x.1` $=(i,j)$ and `x.2` $=(k,l)$. The theorem states

$$\sum_{i,j,k,l} f(i,j,k,l)=\sum_{\text{canonical}}(2-\delta_{ij})(2-\delta_{kl})(2-\delta_{(ij),(kl)})\,f(i,j,k,l),$$

where the last delta is 1 if $(i,j)=(k,l)$ and 0 otherwise. The product of the three factors is `degeneracy`. Nothing is divided by two, so the identity also holds in rings where $2=0$.

For $N=1$ the only quartet has weight 1. For $N=2$ there are six, written here as $ij|kl$:

| Quartet | Weight |
|---|---|
| $00\vert 00$ | 1 |
| $10\vert 00$ | 4 |
| $10\vert 10$ | 4 |
| $11\vert 00$ | 2 |
| $11\vert 10$ | 4 |
| $11\vert 11$ | 1 |

The weights add up to $16=2^4$, the number of terms in the full sum.

## Repulsion integrals and density contractions

For real orbitals $\phi_i$, the array stands for

$$(ij|kl)=\iint \phi_i(\mathbf r_1)\phi_j(\mathbf r_1)\,\frac{1}{|\mathbf r_1-\mathbf r_2|}\,\phi_k(\mathbf r_2)\phi_l(\mathbf r_2)\,d\mathbf r_1\,d\mathbf r_2 .$$

The first two symmetries hold because real functions at the same point commute under multiplication and carry no complex conjugation; the third exchanges the two electrons. Complex orbitals in general lack the separate exchanges $i\leftrightarrow j$ and $k\leftrightarrow l$. The file assumes the symmetries of $f$ and does not derive them from the integral.

In electronic-structure calculations with a finite real basis and a symmetric density matrix $D$, the result lets the Coulomb and exchange energy sums run over distinct integrals only. `coulomb_canonical` treats $\sum f(i,j,k,l)D_{ij}D_{kl}$, and `exchange_canonical` treats

$$X=\sum_{i,j,k,l} f(i,j,k,l)D_{ik}D_{jl}.$$

Both are scalar contractions, without the prefactors of a particular energy expression; the assembly of a Fock matrix is not covered.

`concentricERI` supplies an explicit symmetric array. With $p=a_i+a_j$ and $q=a_k+a_l$, it is the closed formula $2\pi^{5/2}/(pq\sqrt{p+q})$ for unnormalised s-type Gaussians $e^{-a r^2}$ on one centre. Positive exponents give it this physical meaning; the integration itself is not carried out in the file. For normalised Gaussians the value is

$$\frac{2\pi^{5/2}}{pq\sqrt{p+q}}\prod_{m\in\{i,j,k,l\}}\left(\frac{2a_m}{\pi}\right)^{3/4},$$

where the product has one factor for each of the four index positions. This product is unchanged by any permutation of the indices, so the eightfold symmetry of the integral remains. `isEightfold_witness` proves it for the unnormalised formula by commuting the sums and products in the denominator.

## Folding a symmetric double sum

Let $S$ be a finite set of labels with a relation $\le$ that is total and antisymmetric, and let $g(a,b)=g(b,a)$. Split the double sum:

$$\sum_{a,b\in S}g(a,b)=\sum_{b\le a}g(a,b)+\sum_{b\not\le a}g(a,b).$$

Exchange the names $a$ and $b$ in the second sum and use the symmetry of $g$. It becomes the sum of $g(a,b)$ over pairs with $a\not\le b$. By totality these satisfy $b\le a$, and they have $a\ne b$. Conversely, antisymmetry puts every pair with $b\le a$ and $a\ne b$ among them. Each off-diagonal pair with $b\le a$ is therefore counted twice and each diagonal pair once:

$$\sum_{a,b\in S}g(a,b)=\sum_{b\le a}(2-\delta_{ab})\,g(a,b).$$

This is `sum_fold`. Its inner statement `swap` performs the renaming by exchanging the order of summation. The case distinction on `r b a` and `r a b` then finds weight 1 on the diagonal, weight 2 off it, and no contribution from wrongly ordered pairs. Transitivity is never used.

## Three folds give the quartet sum

Write $w_{ij}=2-\delta_{ij}$. At fixed $i,j$, the symmetry $k\leftrightarrow l$ allows the first fold:

$$\sum_{k,l}f(i,j,k,l)=\sum_{l\le k}w_{kl}f(i,j,k,l).$$

The right-hand side is symmetric in $i,j$, so a second fold gives

$$\sum_{i,j,k,l}f(i,j,k,l)=\sum_{j\le i}\sum_{l\le k}w_{ij}w_{kl}f(i,j,k,l).$$

Now treat $(i,j)$ and $(k,l)$ as single labels. The summand is symmetric under their exchange, because the weights commute and $f(i,j,k,l)=f(k,l,i,j)$. The third fold, in lexicographic order, contributes $2-\delta_{(ij),(kl)}$ and completes the derivation.

In Lean, `sum_canonicalPairs` performs the first two folds in the `calc` chain. The statement `hG` is the symmetry in the composite labels, and `h` is the third fold. `pairLE_total` and `pairLE_antisymm` supply the order properties by reducing them to integer inequalities, which `omega` settles.

## How many integrals remain

Apply the fold to $g=1$ on a set of $n$ labels. If $M$ is the number of pairs $(a,b)$ with $b\le a$, including the $n$ diagonal ones, then

$$n^2=2M-n,\qquad\text{so}\qquad 2M=n(n+1).$$

This is `card_fold`, proved over the integers and carried back to natural numbers; the "ordered pairs" in its docstring are the pairs with $b\le a$. With $P$ canonical pairs and $Q$ canonical quartets, it gives $2P=N(N+1)$ and $2Q=P(P+1)$. Hence

$$8Q=2P(2P+2)=N(N+1)\bigl(N(N+1)+2\bigr),$$

as stated in `card_canonicalQuartets`. For large $N$ the leading term of the count is $N^4/8$.

## Why exchange needs a symmetrised density factor

The Coulomb factor $D_{ij}D_{kl}$ has all three symmetries when $D$ is symmetric, so the quartet theorem applies directly to its product with $f$. The exchange factor $D_{ik}D_{jl}$ turns into $D_{jk}D_{il}$ under $i\leftrightarrow j$, which is in general a different number.

Renaming $k\leftrightarrow l$ in the full sum and using the symmetry of $f$ gives $X=\sum f(i,j,k,l)D_{il}D_{jk}$. Adding the two forms yields

$$2X=\sum_{i,j,k,l}f(i,j,k,l)\,(D_{ik}D_{jl}+D_{il}D_{jk}).$$

The exchanges $i\leftrightarrow j$ and $k\leftrightarrow l$ each swap the two density terms, and the exchange of pairs preserves them because $D$ is symmetric. The quartet theorem now applies. In Lean, `relabel` is the renaming step. The theorem keeps the factor 2 on the left; for real numbers one may divide by it.

## When a symmetry is missing

Suppose the exchange of pairs is dropped. For $N=2$, let $f(0,0,1,1)=1$ and let all other entries vanish. The symmetries within each pair hold and the full sum is 1, but the canonical sum is 0, since $(1,1)\not\le(0,0)$.

Dropping only $i\leftrightarrow j$ does no harm, because the other two symmetries imply it:

$$f(i,j,k,l)=f(k,l,i,j)=f(k,l,j,i)=f(j,i,k,l).$$

The same argument recovers $k\leftrightarrow l$ from the remaining two. If both are dropped, the array with $f(0,1,0,1)=1$ as its only nonzero entry still has the exchange of pairs, yet its full sum is 1 and its canonical sum is 0.
